# With M-Lipschitz curvature, the trapezoid energy estimate errs by at most M(b − a)³/12

Let the energy along a density-mixing line be h(x) = Mx³/6 with M ≥ 0, and take the full step from x = 0 to x = 1. The energy rises by M/6. The slopes at the two ends are 0 and M/2, so their mean predicts a rise of M/4, which is too large by M/12. The error comes from the curvature Mx, which changes along the step. With constant curvature the slope would be linear and the mean of its end values exact.

## From changing curvature to a cubic error

Suppose that a line search in a Kohn–Sham calculation moves from one density towards another, and that the energy change of a step is to be estimated from slopes. Write g = h′ for the slope and k = h″ for the curvature. The trapezoid estimate for a step from a to b, with a ≤ b, is

T = (b − a)(g(a) + g(b))/2.

Suppose |k(x) − k(y)| ≤ M|x − y| on [a, b]. Let c be the midpoint and r = (b − a)/2 the half-width, and follow the error as the interval grows from its centre:

F(s) = h(c + s) − h(c − s) − s(g(c + s) + g(c − s)).

On differentiation the slopes cancel:

F′(s) = g(c + s) + g(c − s) − (g(c + s) + g(c − s)) − s(k(c + s) − k(c − s))
= −s(k(c + s) − k(c − s)).

The two points lie 2s apart, so |F′(s)| ≤ 2Ms². Since F(0) = 0,

|h(b) − h(a) − T| = |F(r)| ≤ ∫₀ʳ 2Ms² ds = 2Mr³/3 = M(b − a)³/12.

Smoothness alone sets no limit on the size of the error. The polynomial h(x) = A(3x² − 2x³) with A > 0 has zero slope at both 0 and 1, so T = 0, yet the energy rises by A, which can be as large as one likes. Its curvature A(6 − 12x) is Lipschitz with M = 12A, so the error A equals the bound M/12. The bound M(b − a)³/12 limits the error once a value of M is known.

## The estimate along a line

```lean
import Mathlib

open Set

namespace TrapezoidLineSearch

noncomputable section
```

The estimate T gets a name. It uses the step length and the slopes at the two ends.

```lean
/-- The trapezoid estimate of the energy change between the points `a` and `b` of a search
line, computed from the energy slopes `g` at the two ends. -/
def trapezoidEnergy (g : ℝ → ℝ) (a b : ℝ) : ℝ := (b - a) * (g a + g b) / 2
```

`HasDerivAt h (g x) x` says that h has derivative g(x) at x. The next lemma is the formula for F′; the product and chain rules supply the terms, and `ring` cancels the slopes.

```lean
/-- If `h` has slope `g` and `g` has slope `k` at the two points `c + s` and `c - s`, the trapezoid
error of the interval centred at `c` changes with the half-width `s` at a rate equal to `-s` times
the difference `k (c + s) - k (c - s)` of the curvatures. -/
theorem hasDerivAt_centred_error {h g k : ℝ → ℝ} {c s : ℝ}
    (h₁ : HasDerivAt h (g (c + s)) (c + s)) (h₂ : HasDerivAt h (g (c - s)) (c - s))
    (g₁ : HasDerivAt g (k (c + s)) (c + s)) (g₂ : HasDerivAt g (k (c - s)) (c - s)) :
    HasDerivAt (fun s => h (c + s) - h (c - s) - s * (g (c + s) + g (c - s)))
      (-s * (k (c + s) - k (c - s))) s := by
  have p₁ := h₁.comp_const_add c s
  have p₂ := h₂.comp_const_sub c s
  have q₁ := g₁.comp_const_add c s
  have q₂ := g₂.comp_const_sub c s
  exact ((p₁.fun_sub p₂).fun_sub
    ((hasDerivAt_id' s).fun_mul (q₁.fun_add q₂))).congr_deriv (by ring)
```

The Lipschitz condition now bounds F′, in the step called `bound`. In place of the integral, a comparison theorem is applied: a function that starts at zero, and whose derivative is at most 2Ms² in absolute value, is itself at most 2Ms³/3 in absolute value.

```lean
/-- On an interval of half-width `r` about `c`, an energy with `M`-Lipschitz curvature has
a trapezoid error of at most `2 M r³ / 3`. -/
theorem centred_error_le {h g k : ℝ → ℝ} {M c r : ℝ} (hr : 0 ≤ r)
    (hh : ∀ x ∈ Icc (c - r) (c + r), HasDerivAt h (g x) x)
    (hg : ∀ x ∈ Icc (c - r) (c + r), HasDerivAt g (k x) x)
    (hk : ∀ x ∈ Icc (c - r) (c + r), ∀ y ∈ Icc (c - r) (c + r),
      |k x - k y| ≤ M * |x - y|) :
    |h (c + r) - h (c - r) - r * (g (c + r) + g (c - r))| ≤ 2 * M * r ^ 3 / 3 := by
  have mp : ∀ s ∈ Icc 0 r, c + s ∈ Icc (c - r) (c + r) := fun s hs =>
    ⟨by linarith [hs.1, hs.2], by linarith [hs.2]⟩
  have mm : ∀ s ∈ Icc 0 r, c - s ∈ Icc (c - r) (c + r) := fun s hs =>
    ⟨by linarith [hs.2], by linarith [hs.1, hs.2]⟩
  have D : ∀ s ∈ Icc 0 r,
      HasDerivAt (fun s => h (c + s) - h (c - s) - s * (g (c + s) + g (c - s)))
        (-s * (k (c + s) - k (c - s))) s := fun s hs =>
    hasDerivAt_centred_error (hh _ (mp s hs)) (hh _ (mm s hs))
      (hg _ (mp s hs)) (hg _ (mm s hs))
  have hB : ∀ s : ℝ, HasDerivAt (fun s => 2 * M * s ^ 3 / 3) (2 * M * s ^ 2) s := by
    intro s
    refine (((hasDerivAt_pow 3 s).const_mul (2 * M)).div_const 3).congr_deriv ?_
    show 2 * M * (((3 : ℕ) : ℝ) * s ^ 2) / 3 = 2 * M * s ^ 2
    push_cast
    ring
  -- the Lipschitz curvature bounds the growth rate of the error by `2 M s²`
  have bound : ∀ s ∈ Ico 0 r, ‖-s * (k (c + s) - k (c - s))‖ ≤ 2 * M * s ^ 2 := by
    intro s hs
    have hs' : s ∈ Icc 0 r := ⟨hs.1, hs.2.le⟩
    have hL := hk _ (mp s hs') _ (mm s hs')
    have e : c + s - (c - s) = 2 * s := by ring
    rw [e, abs_of_nonneg (by linarith [hs.1] : (0 : ℝ) ≤ 2 * s)] at hL
    rw [Real.norm_eq_abs, abs_mul, abs_neg, abs_of_nonneg hs.1]
    calc s * |k (c + s) - k (c - s)| ≤ s * (M * (2 * s)) :=
          mul_le_mul_of_nonneg_left hL hs.1
      _ = 2 * M * s ^ 2 := by ring
  have key := image_norm_le_of_norm_deriv_right_le_deriv_boundary
    (fun s hs => (D s hs).continuousAt.continuousWithinAt)
    (fun s hs => (D s ⟨hs.1, hs.2.le⟩).hasDerivWithinAt)
    (by simp) hB bound (right_mem_Icc.mpr hr)
  simpa only [Real.norm_eq_abs] using key
```

Setting c = (a + b)/2 and r = (b − a)/2 gives the main theorem. Its hypotheses concern only points of [a, b], though the derivatives at the ends are two-sided.

```lean
/-- Trapezoid energy estimate: if the curvature of the energy is `M`-Lipschitz on `[a, b]`,
the energy change differs from its trapezoid estimate by at most `M (b - a)³ / 12`. -/
theorem trapezoid_energy_error {h g k : ℝ → ℝ} {M a b : ℝ} (hab : a ≤ b)
    (hh : ∀ x ∈ Icc a b, HasDerivAt h (g x) x)
    (hg : ∀ x ∈ Icc a b, HasDerivAt g (k x) x)
    (hk : ∀ x ∈ Icc a b, ∀ y ∈ Icc a b, |k x - k y| ≤ M * |x - y|) :
    |h b - h a - trapezoidEnergy g a b| ≤ M * (b - a) ^ 3 / 12 := by
  have e₁ : (a + b) / 2 - (b - a) / 2 = a := by ring
  have e₂ : (a + b) / 2 + (b - a) / 2 = b := by ring
  have key := centred_error_le (h := h) (g := g) (k := k) (M := M)
    (c := (a + b) / 2) (r := (b - a) / 2) (by linarith)
    (by rw [e₁, e₂]; exact hh) (by rw [e₁, e₂]; exact hg) (by rw [e₁, e₂]; exact hk)
  rw [e₁, e₂] at key
  have e₃ : (b - a) / 2 * (g b + g a) = trapezoidEnergy g a b := by
    unfold trapezoidEnergy
    ring
  rw [e₃] at key
  calc |h b - h a - trapezoidEnergy g a b| ≤ 2 * M * ((b - a) / 2) ^ 3 / 3 := key
    _ = M * (b - a) ^ 3 / 12 := by ring
```

For the unit step, the slope and curvature become Lean's `deriv h` and `deriv (deriv h)`, with the conditions imposed on the whole line. The type `NNReal` makes M non-negative.

```lean
/-- For a full mixing step from `0` to `1`, a twice differentiable energy with `M`-Lipschitz
second derivative has a trapezoid error of at most `M / 12`. -/
theorem full_step_error {h : ℝ → ℝ} {M : NNReal} (h₁ : Differentiable ℝ h)
    (h₂ : Differentiable ℝ (deriv h)) (h₃ : LipschitzWith M (deriv (deriv h))) :
    |h 1 - h 0 - (deriv h 0 + deriv h 1) / 2| ≤ M / 12 := by
  have key := trapezoid_energy_error (M := (M : ℝ)) (zero_le_one' ℝ)
    (fun x _ => (h₁ x).hasDerivAt) (fun x _ => (h₂ x).hasDerivAt)
    (fun x _ y _ => by simpa only [Real.dist_eq] using h₃.dist_le_mul x y)
  simpa only [trapezoidEnergy, sub_zero, one_mul, one_pow, mul_one] using key
```

Constant curvature is the case M = 0, where the error vanishes. This is the quadratic energy model.

```lean
/-- If the energy has constant curvature `κ` on `[a, b]`, the trapezoid estimate is exact. -/
theorem exact_of_constant_curvature {h g : ℝ → ℝ} {κ a b : ℝ} (hab : a ≤ b)
    (hh : ∀ x ∈ Icc a b, HasDerivAt h (g x) x)
    (hg : ∀ x ∈ Icc a b, HasDerivAt g κ x) :
    h b - h a = trapezoidEnergy g a b := by
  have key := trapezoid_energy_error (k := fun _ => κ) (M := 0) hab hh hg
    (fun x _ y _ => by simp)
  have h0 : |h b - h a - trapezoidEnergy g a b| ≤ 0 := by linarith
  linarith [abs_nonpos_iff.mp h0]
```

The opening cubic attains the bound on every interval. The theorem checks its two derivatives and its Lipschitz condition, then computes the signed error −M(b − a)³/12.

```lean
/-- The cubic energy `M x³ / 6` with `M ≥ 0` has `M`-Lipschitz curvature `M x`, and its
trapezoid error on `[a, b]` equals `M (b - a)³ / 12`. -/
theorem cubic_attains_bound {M a b : ℝ} (hM : 0 ≤ M) (hab : a ≤ b) :
    (∀ x : ℝ, HasDerivAt (fun x => M * x ^ 3 / 6) (M * x ^ 2 / 2) x) ∧
    (∀ x : ℝ, HasDerivAt (fun x => M * x ^ 2 / 2) (M * x) x) ∧
    (∀ x y : ℝ, |M * x - M * y| ≤ M * |x - y|) ∧
    |M * b ^ 3 / 6 - M * a ^ 3 / 6 - trapezoidEnergy (fun x => M * x ^ 2 / 2) a b|
      = M * (b - a) ^ 3 / 12 := by
  refine ⟨fun x => ?_, fun x => ?_, fun x y => ?_, ?_⟩
  · refine (((hasDerivAt_pow 3 x).const_mul M).div_const 6).congr_deriv ?_
    show M * (((3 : ℕ) : ℝ) * x ^ 2) / 6 = M * x ^ 2 / 2
    push_cast
    ring
  · refine (((hasDerivAt_pow 2 x).const_mul M).div_const 2).congr_deriv ?_
    show M * (((2 : ℕ) : ℝ) * x ^ 1) / 2 = M * x
    push_cast
    ring
  · rw [← mul_sub, abs_mul, abs_of_nonneg hM]
  · have e : M * b ^ 3 / 6 - M * a ^ 3 / 6 - trapezoidEnergy (fun x => M * x ^ 2 / 2) a b
        = -(M * (b - a) ^ 3 / 12) := by
      unfold trapezoidEnergy
      ring
    rw [e, abs_neg, abs_of_nonneg]
    exact div_nonneg (mul_nonneg hM (pow_nonneg (sub_nonneg.mpr hab) 3)) (by norm_num)
```

## The estimate between two densities

Let E be an energy functional and let n₀ and n₁ lie in a convex set S of admissible densities. Put d = n₁ − n₀ and h(t) = E(n₀ + td). The slope is v(n₀ + td)(d) and the curvature is K(n₀ + td)(d, d). If K is L-Lipschitz, the curvature is Lipschitz in t with constant L‖d‖³: one factor ‖d‖ comes from the distance between densities and two from the arguments of K. The one-dimensional theorem then applies, and convexity of S keeps the segment among the admissible densities.

Here `v` is the derivative of the whole energy E, not the external or the Kohn–Sham potential, and `K` is its full second derivative. Both are taken in the whole normed space V, so E must also be defined for small perturbations that leave S.

```lean
/-- Let an energy functional `E` have first derivative `v` and `L`-Lipschitz second derivative
`K` on a convex set `S` of densities. Between two densities of `S`, the mean of the two end
slopes gives the energy change up to `L ‖n₁ - n₀‖³ / 12`. -/
theorem density_mixing_error {V : Type*} [NormedAddCommGroup V] [NormedSpace ℝ V]
    {S : Set V} (hS : Convex ℝ S) {E : V → ℝ} {v : V → V →L[ℝ] ℝ}
    {K : V → V →L[ℝ] V →L[ℝ] ℝ} {L : ℝ}
    (hE : ∀ n ∈ S, HasFDerivAt E (v n) n) (hv : ∀ n ∈ S, HasFDerivAt v (K n) n)
    (hK : ∀ n ∈ S, ∀ m ∈ S, ‖K n - K m‖ ≤ L * ‖n - m‖)
    {n₀ n₁ : V} (h₀ : n₀ ∈ S) (h₁ : n₁ ∈ S) :
    |E n₁ - E n₀ - (v n₀ (n₁ - n₀) + v n₁ (n₁ - n₀)) / 2| ≤ L * ‖n₁ - n₀‖ ^ 3 / 12 := by
  have mem : ∀ t ∈ Icc (0 : ℝ) 1, n₀ + t • (n₁ - n₀) ∈ S := fun t ht =>
    hS.add_smul_sub_mem h₀ h₁ ht
  have hp : ∀ t : ℝ, HasDerivAt (fun t : ℝ => n₀ + t • (n₁ - n₀)) (n₁ - n₀) t := fun t =>
    (((hasDerivAt_id' t).smul_const (n₁ - n₀)).const_add n₀).congr_deriv (one_smul ℝ _)
  -- restrict the functional to the mixing segment
  have key := trapezoid_energy_error (h := fun t : ℝ => E (n₀ + t • (n₁ - n₀)))
    (g := fun t : ℝ => v (n₀ + t • (n₁ - n₀)) (n₁ - n₀))
    (k := fun t : ℝ => K (n₀ + t • (n₁ - n₀)) (n₁ - n₀) (n₁ - n₀))
    (M := L * ‖n₁ - n₀‖ ^ 3) (zero_le_one' ℝ)
    (fun t ht => (hE _ (mem t ht)).comp_hasDerivAt t (hp t))
    (fun t ht => by
      have hq : HasDerivAt (fun t : ℝ => v (n₀ + t • (n₁ - n₀)))
          (K (n₀ + t • (n₁ - n₀)) (n₁ - n₀)) t :=
        (hv _ (mem t ht)).comp_hasDerivAt t (hp t)
      exact (hq.clm_apply (hasDerivAt_const t (n₁ - n₀))).congr_deriv (by simp))
    (fun s hs t ht => by
      have b₁ := (K (n₀ + s • (n₁ - n₀)) - K (n₀ + t • (n₁ - n₀))).le_opNorm₂
        (n₁ - n₀) (n₁ - n₀)
      have b₂ := hK _ (mem s hs) _ (mem t ht)
      have e : n₀ + s • (n₁ - n₀) - (n₀ + t • (n₁ - n₀)) = (s - t) • (n₁ - n₀) := by
        module
      rw [e, norm_smul, Real.norm_eq_abs] at b₂
      refine le_trans b₁ ?_
      calc _ ≤ L * (|s - t| * ‖n₁ - n₀‖) * ‖n₁ - n₀‖ * ‖n₁ - n₀‖ := by gcongr
        _ = L * ‖n₁ - n₀‖ ^ 3 * |s - t| := by ring)
  have e₀ : n₀ + (0 : ℝ) • (n₁ - n₀) = n₀ := by simp
  have e₁ : n₀ + (1 : ℝ) • (n₁ - n₀) = n₁ := by simp
  simp only [trapezoidEnergy, e₀, e₁] at key
  simpa only [sub_zero, one_mul, one_pow, mul_one] using key
```

For electronic-structure calculations this bounds the error of judging a mixing step by its end slopes, provided that E is this smooth and L is known. Showing that a particular discretised Kohn–Sham functional meets these conditions, and finding its L, is a separate task.

## When the estimate guarantees descent

The true change is at most T + M(b − a)³/12. If T lies below −M(b − a)³/12, this sum is negative and the step lowers the energy.

```lean
/-- If the curvature is `M`-Lipschitz on `[a, b]` and the trapezoid estimate lies below
`-M (b - a)³ / 12`, the step from `a` to `b` lowers the energy. -/
theorem descent_certificate {h g k : ℝ → ℝ} {M a b : ℝ} (hab : a ≤ b)
    (hh : ∀ x ∈ Icc a b, HasDerivAt h (g x) x)
    (hg : ∀ x ∈ Icc a b, HasDerivAt g (k x) x)
    (hk : ∀ x ∈ Icc a b, ∀ y ∈ Icc a b, |k x - k y| ≤ M * |x - y|)
    (hT : trapezoidEnergy g a b < -(M * (b - a) ^ 3 / 12)) : h b < h a := by
  linarith [(abs_le.mp (trapezoid_energy_error hab hh hg hk)).2]

end

end TrapezoidLineSearch
```

```lean
#print axioms TrapezoidLineSearch.trapezoid_energy_error
-- 'TrapezoidLineSearch.trapezoid_energy_error' depends on axioms: [propext, Classical.choice, Quot.sound]
#print axioms TrapezoidLineSearch.full_step_error
-- 'TrapezoidLineSearch.full_step_error' depends on axioms: [propext, Classical.choice, Quot.sound]
#print axioms TrapezoidLineSearch.density_mixing_error
-- 'TrapezoidLineSearch.density_mixing_error' depends on axioms: [propext, Classical.choice, Quot.sound]
#print axioms TrapezoidLineSearch.descent_certificate
-- 'TrapezoidLineSearch.descent_certificate' depends on axioms: [propext, Classical.choice, Quot.sound]
```
